# Tangent tolerance of the climbing image at a quadratic index-one saddle

A symmetric Hessian H can be specified by its matrix entries or by its normal modes. Here it is specified by the modes: a finite orthonormal basis bᵢ with H bᵢ = λᵢ bᵢ. Symmetry then follows from the data, and every condition on the saddle is a condition on the eigenvalues λᵢ. One mode k has λₖ < 0, all others have λᵢ > 0, and m ≤ |λᵢ| ≤ M, where m and M bound the softest and stiffest curvature. The unstable mode is v = bₖ.

## The climbing force and its tolerance

The climbing image reverses the force component along a unit tangent t. At displacement x from the saddle of a quadratic potential the gradient is Hx, so the force is −(I − 2ttᵀ)Hx. It points inward when the following form is positive:

Q_t(x) = ⟨x, (I − 2ttᵀ)Hx⟩ = ⟨x,Hx⟩ − 2⟨t,Hx⟩⟨t,x⟩

Let c = ⟨t,v⟩ and s = √(1 − c²), the sine of the angle between the lines of t and v. The claim is

Q_t(x) ≥ (m − 2Ms)‖x‖²

so 2Ms < m gives Q_t(x) > 0 for all x ≠ 0.

## Exact tangent plus error term

With coordinates xᵢ = ⟨bᵢ,x⟩, linearity gives Hx = Σ λᵢxᵢbᵢ, hence

‖Hx‖² = Σ λᵢ²xᵢ² ≤ M²‖x‖²

For t = v only mode k changes sign:

Q_v(x) = Σ λᵢxᵢ² − 2λₖxₖ² = Σ |λᵢ|xᵢ² ≥ m‖x‖²

For the error, take any vector y, put α = ⟨v,y⟩, β = ⟨t,y⟩ and z = (vvᵀ − ttᵀ)y = αv − βt. Then

‖z‖² = α² − 2αβc + β² = (β − αc)² + α²s²

The parts of t and y orthogonal to v are t − cv and y − αv, with inner product β − αc and squared lengths s² and ‖y‖² − α². Cauchy–Schwarz gives

(β − αc)² ≤ s²(‖y‖² − α²)

so ‖z‖ ≤ s‖y‖ and |⟨z,x⟩| ≤ s‖y‖‖x‖. Setting y = Hx,

Q_t(x) = Q_v(x) + 2⟨z,x⟩ ≥ m‖x‖² − 2s‖Hx‖‖x‖ ≥ (m − 2Ms)‖x‖²

In a climbing-image search on an electronic-structure energy surface, the condition 2Ms < m is, within the quadratic approximation at the saddle, sufficient for the force to point inward. That such a force shrinks ‖x‖ when the image follows it in continuous time is a physical reading, since no dynamics, step size or tangent update appears in the theorems.

## Hessian and form in Lean

`E` is configuration space, whose inner product fixes the metric (Cartesian or mass-weighted), and `ι` labels the modes. "Normal mode" in this text means an eigenvector of H in the chosen metric; these are the vibrational normal modes when the metric is mass-weighted.

```lean
import Mathlib

open scoped InnerProductSpace

namespace ClimbingImageTolerance

noncomputable section

variable {E : Type*} [NormedAddCommGroup E] [InnerProductSpace ℝ E]
variable {ι : Type*} [Fintype ι]
```

`reflect t` is I − 2ttᵀ and `climbForm H t x` is Q_t(x).

```lean
/-- The operator `I - 2 t tᵀ` applied to `y`. -/
def reflect (t y : E) : E := y - (2 * ⟪t, y⟫_ℝ) • t

/-- The quadratic form `⟨x, (I - 2 t tᵀ) H x⟩` of the climbing-image force for Hessian `H`
and tangent `t`. -/
def climbForm (H : E →ₗ[ℝ] E) (t x : E) : ℝ := ⟪x, reflect t (H x)⟫_ℝ
```

`IndexOneHessian` lists the spectral conditions, with `lam` for λ and `b k` for v. They are assumed, not derived from a potential, and the basis makes `E` finite-dimensional. Zero modes are excluded, so for a free molecule translations and rotations must be projected out first.

```lean
/-- `H` has the orthonormal eigenbasis `b` with eigenvalues `lam`; the eigenvalue of mode `k`
is negative, all others are positive, and all absolute values lie in `[m, M]`. -/
structure IndexOneHessian (H : E →ₗ[ℝ] E) (b : OrthonormalBasis ι ℝ E) (lam : ι → ℝ)
    (k : ι) (m M : ℝ) : Prop where
  eigen : ∀ i, H (b i) = lam i • b i
  neg : lam k < 0
  pos : ∀ i, i ≠ k → 0 < lam i
  lower : ∀ i, m ≤ |lam i|
  upper : ∀ i, |lam i| ≤ M
```

A symmetric real matrix would serve as an alternative model. It describes the same operators, but it fixes coordinates, and the eigenbasis b and eigenvalues λ used in the proofs below would come from the spectral theorem instead of being given as data.

## Normal-mode estimates

The first three lemmas expand Q_t, state Parseval's identity, and show ⟨bᵢ,Hx⟩ = λᵢxᵢ by expanding x in the basis (`hx`).

```lean
variable {H : E →ₗ[ℝ] E} {b : OrthonormalBasis ι ℝ E} {lam : ι → ℝ} {k : ι} {m M : ℝ}

/-- The climbing form equals `⟨x, H x⟩ - 2 ⟨t, H x⟩ ⟨t, x⟩`. -/
theorem climbForm_eq (H : E →ₗ[ℝ] E) (t x : E) :
    climbForm H t x = ⟪x, H x⟫_ℝ - 2 * ⟪t, H x⟫_ℝ * ⟪t, x⟫_ℝ := by
  unfold climbForm reflect
  rw [inner_sub_right, real_inner_smul_right, real_inner_comm t x]

/-- The squared length of `x` is the sum of its squared normal-mode coordinates. -/
theorem norm_sq_eq_sum (b : OrthonormalBasis ι ℝ E) (x : E) :
    ‖x‖ ^ 2 = ∑ i, ⟪b i, x⟫_ℝ ^ 2 := by
  rw [← real_inner_self_eq_norm_sq x, ← b.sum_inner_mul_inner x x]
  refine Finset.sum_congr rfl fun i _ => ?_
  rw [real_inner_comm (b i) x]
  ring

/-- `H` multiplies each normal-mode coordinate by the eigenvalue of that mode. -/
theorem inner_eigen (h : ∀ i, H (b i) = lam i • b i) (x : E) (i : ι) :
    ⟪b i, H x⟫_ℝ = lam i * ⟪b i, x⟫_ℝ := by
  have hx : H x = ∑ j, (lam j * ⟪b j, x⟫_ℝ) • b j := by
    conv_lhs => rw [← b.sum_repr' x]
    rw [map_sum]
    refine Finset.sum_congr rfl fun j _ => ?_
    rw [map_smul, h j, smul_smul, mul_comm]
  rw [hx]
  exact b.orthonormal.inner_right_fintype _ i
```

`norm_hessian_le` squares both sides and compares the sums termwise through λᵢ² ≤ M².

```lean
/-- The Hessian stretches no vector by more than `M`. -/
theorem norm_hessian_le (h : IndexOneHessian H b lam k m M) (x : E) :
    ‖H x‖ ≤ M * ‖x‖ := by
  have hM : 0 ≤ M := (abs_nonneg _).trans (h.upper k)
  refine (pow_le_pow_iff_left₀ (norm_nonneg _) (mul_nonneg hM (norm_nonneg _))
    two_ne_zero).mp ?_
  rw [mul_pow, norm_sq_eq_sum b (H x), norm_sq_eq_sum b x, Finset.mul_sum]
  refine Finset.sum_le_sum fun i _ => ?_
  rw [inner_eigen h.eigen, mul_pow]
  have h1 : lam i ^ 2 ≤ M ^ 2 := by
    rw [← sq_abs (lam i)]
    exact pow_le_pow_left₀ (abs_nonneg _) (h.upper i) 2
  exact mul_le_mul_of_nonneg_right h1 (sq_nonneg _)
```

In `climbForm_exact`, `h2` shows that Σ (λᵢ − |λᵢ|)xᵢ² reduces to its k term, which `abs_of_neg` turns into 2λₖxₖ².

```lean
/-- With the unstable mode itself as tangent, the climbing form is the sum of the squared
normal-mode coordinates weighted by the absolute eigenvalues. -/
theorem climbForm_exact (h : IndexOneHessian H b lam k m M) (x : E) :
    climbForm H (b k) x = ∑ i, |lam i| * ⟪b i, x⟫_ℝ ^ 2 := by
  have h1 : ⟪x, H x⟫_ℝ = ∑ i, lam i * ⟪b i, x⟫_ℝ ^ 2 := by
    rw [← b.sum_inner_mul_inner x (H x)]
    refine Finset.sum_congr rfl fun i _ => ?_
    rw [real_inner_comm (b i) x, inner_eigen h.eigen]
    ring
  -- only the unstable mode changes sign
  have h2 : ∑ i, (lam i * ⟪b i, x⟫_ℝ ^ 2 - |lam i| * ⟪b i, x⟫_ℝ ^ 2)
      = lam k * ⟪b k, x⟫_ℝ ^ 2 - |lam k| * ⟪b k, x⟫_ℝ ^ 2 :=
    Finset.sum_eq_single k
      (fun i _ hi => by rw [abs_of_pos (h.pos i hi), sub_self]) (by simp)
  rw [Finset.sum_sub_distrib, abs_of_neg h.neg] at h2
  rw [climbForm_eq, h1, inner_eigen h.eigen]
  linear_combination h2
```

This step needs `pos`. Without it, take H = diag(−5, −6), m = 5, M = 6 and t = v = (1, 0). Then s = 0 satisfies the tolerance, yet Q_t(x) = −6 at x = (0, 1): at this stationary point with two negative curvatures, a maximum in the plane, the image is pushed away along the unreflected mode.

## Projector difference and the main bound

In `projector_diff_le`, `cs` is the Cauchy–Schwarz inequality for the orthogonal parts, `hz2` is ‖z‖² ≤ s²‖y‖², and the last line applies Cauchy–Schwarz to ⟨z,x⟩.

```lean
/-- For unit vectors `v`, `t`, the matrix elements of `v vᵀ - t tᵀ` are bounded by
`√(1 - ⟨t, v⟩²) ‖x‖ ‖y‖`. -/
theorem projector_diff_le {v t : E} (hv : ‖v‖ = 1) (ht : ‖t‖ = 1) (x y : E) :
    |⟪v, y⟫_ℝ * ⟪v, x⟫_ℝ - ⟪t, y⟫_ℝ * ⟪t, x⟫_ℝ|
      ≤ Real.sqrt (1 - ⟪t, v⟫_ℝ ^ 2) * ‖y‖ * ‖x‖ := by
  have hvv : ⟪v, v⟫_ℝ = 1 := by rw [real_inner_self_eq_norm_sq, hv]; norm_num
  have htt : ⟪t, t⟫_ℝ = 1 := by rw [real_inner_self_eq_norm_sq, ht]; norm_num
  have hc : ⟪v, t⟫_ℝ = ⟪t, v⟫_ℝ := real_inner_comm t v
  have hyv : ⟪y, v⟫_ℝ = ⟪v, y⟫_ℝ := real_inner_comm v y
  have hyy : ⟪y, y⟫_ℝ = ‖y‖ ^ 2 := real_inner_self_eq_norm_sq y
  have h1 : 0 ≤ 1 - ⟪t, v⟫_ℝ ^ 2 := by
    have := real_inner_mul_inner_self_le t v
    rw [htt, hvv] at this
    nlinarith [this]
  -- Cauchy-Schwarz for the parts of `t` and `y` orthogonal to `v`
  have cs := real_inner_mul_inner_self_le (t - ⟪t, v⟫_ℝ • v) (y - ⟪v, y⟫_ℝ • v)
  simp only [inner_sub_left, inner_sub_right, real_inner_smul_left, real_inner_smul_right,
    hvv, htt, hc, hyv, hyy] at cs
  obtain ⟨z, hz⟩ : ∃ z : E, z = ⟪v, y⟫_ℝ • v - ⟪t, y⟫_ℝ • t := ⟨_, rfl⟩
  have hz2 : ‖z‖ ^ 2 ≤ (1 - ⟪t, v⟫_ℝ ^ 2) * ‖y‖ ^ 2 := by
    rw [← real_inner_self_eq_norm_sq z, hz]
    simp only [inner_sub_left, inner_sub_right, real_inner_smul_left, real_inner_smul_right,
      hvv, htt, hc]
    nlinarith [cs]
  have hz1 : ‖z‖ ≤ Real.sqrt (1 - ⟪t, v⟫_ℝ ^ 2) * ‖y‖ := by
    refine (pow_le_pow_iff_left₀ (norm_nonneg _)
      (mul_nonneg (Real.sqrt_nonneg _) (norm_nonneg _)) two_ne_zero).mp ?_
    rw [mul_pow, Real.sq_sqrt h1]
    exact hz2
  have hzx : ⟪z, x⟫_ℝ = ⟪v, y⟫_ℝ * ⟪v, x⟫_ℝ - ⟪t, y⟫_ℝ * ⟪t, x⟫_ℝ := by
    rw [hz, inner_sub_left, real_inner_smul_left, real_inner_smul_left]
  rw [← hzx]
  exact (abs_real_inner_le_norm z x).trans (mul_le_mul_of_nonneg_right hz1 (norm_nonneg x))
```

`climbForm_lower_bound` holds for every unit t. Its facts `h0`, `h1` and `h2` are Q_v(x) ≥ m‖x‖², ⟨z,x⟩ ≥ −s‖Hx‖‖x‖ and the use of ‖Hx‖ ≤ M‖x‖, and `nlinarith` adds them.

```lean
/-- For any unit tangent `t` and unstable mode `v`, the climbing form is at least
`(m - 2 M √(1 - ⟨t, v⟩²)) ‖x‖²`. -/
theorem climbForm_lower_bound (h : IndexOneHessian H b lam k m M) {t : E} (ht : ‖t‖ = 1)
    (x : E) :
    (m - 2 * M * Real.sqrt (1 - ⟪t, b k⟫_ℝ ^ 2)) * ‖x‖ ^ 2 ≤ climbForm H t x := by
  have h0 : m * ‖x‖ ^ 2 ≤ climbForm H (b k) x := by
    rw [climbForm_exact h, norm_sq_eq_sum b x, Finset.mul_sum]
    exact Finset.sum_le_sum fun i _ => mul_le_mul_of_nonneg_right (h.lower i) (sq_nonneg _)
  -- the tangent error enters through `2 (v vᵀ - t tᵀ) H`
  have h1 := (abs_le.mp (projector_diff_le (b.orthonormal.1 k) ht x (H x))).1
  have h2 : Real.sqrt (1 - ⟪t, b k⟫_ℝ ^ 2) * ‖H x‖ * ‖x‖
      ≤ Real.sqrt (1 - ⟪t, b k⟫_ℝ ^ 2) * (M * ‖x‖) * ‖x‖ :=
    mul_le_mul_of_nonneg_right
      (mul_le_mul_of_nonneg_left (norm_hessian_le h x) (Real.sqrt_nonneg _)) (norm_nonneg x)
  rw [climbForm_eq] at h0 ⊢
  nlinarith [h0, h1, h2]
```

`climbForm_pos` multiplies the positive numbers m − 2Ms and ‖x‖². Positivity of m is not a hypothesis, because `htol` with M ≥ 0 and s ≥ 0 implies it.

```lean
/-- Tangent tolerance: if the unit tangent `t` obeys `2 M √(1 - ⟨t, v⟩²) < m` for the unstable
mode `v`, then `⟨x, (I - 2 t tᵀ) H x⟩ > 0` for every nonzero `x`. -/
theorem climbForm_pos (h : IndexOneHessian H b lam k m M) {t : E} (ht : ‖t‖ = 1)
    (htol : 2 * M * Real.sqrt (1 - ⟪t, b k⟫_ℝ ^ 2) < m) {x : E} (hx : x ≠ 0) :
    0 < climbForm H t x :=
  lt_of_lt_of_le (mul_pos (sub_pos.mpr htol) (pow_pos (norm_pos_iff.mpr hx) 2))
    (climbForm_lower_bound h ht x)
```

## A necessary angle and a planar example

At a unit eigenvector v with eigenvalue l < 0, the form is (−l)(2c² − 1), positive exactly when c² > 1/2. For unit t this means an angle below 45° between the lines of t and v (t and −t give the same form). The sufficient condition s < m/(2M) ≤ 1/2 never admits 30° or more, and tangents that fail it while staying below 45° are left undecided.

```lean
/-- At a unit eigenvector `v` with negative eigenvalue, the climbing form is positive exactly
when `⟨t, v⟩² > 1/2`. -/
theorem climbForm_unstable_pos_iff {v : E} {l : ℝ} (hv : ‖v‖ = 1) (hH : H v = l • v)
    (hl : l < 0) (t : E) : 0 < climbForm H t v ↔ 1 / 2 < ⟪t, v⟫_ℝ ^ 2 := by
  have e : climbForm H t v = (-l) * (2 * ⟪t, v⟫_ℝ ^ 2 - 1) := by
    rw [climbForm_eq, hH, real_inner_smul_right, real_inner_smul_right,
      real_inner_self_eq_norm_sq, hv]
    ring
  rw [e]
  constructor
  · intro hp
    by_contra hn
    have hn' : ⟪t, v⟫_ℝ ^ 2 ≤ 1 / 2 := not_lt.mp hn
    nlinarith [mul_nonneg (neg_pos.mpr hl).le (sub_nonneg.mpr hn')]
  · intro hp
    exact mul_pos (neg_pos.mpr hl) (by linarith)
```

The example is H = diag(−5, 6) on the plane, with modes 0 (unstable) and 1, and t = (12/13, 5/13).

```lean
/-- The Cartesian unit vectors of the plane. -/
abbrev planeBasis : OrthonormalBasis (Fin 2) ℝ (EuclideanSpace ℝ (Fin 2)) :=
  EuclideanSpace.basisFun (Fin 2) ℝ

/-- The Hessian `diag(-5, 6)` on the plane. -/
def modelHessian : EuclideanSpace ℝ (Fin 2) →ₗ[ℝ] EuclideanSpace ℝ (Fin 2) :=
  planeBasis.toBasis.constr ℝ fun i => (![-5, 6] : Fin 2 → ℝ) i • planeBasis i

/-- The tilted tangent `(12/13, 5/13)`. -/
def modelTangent : EuclideanSpace ℝ (Fin 2) := !₂[12 / 13, 5 / 13]
```

With m = 5 and M = 6, the witness checks the spectral conditions, ‖t‖ = 1, and, from s = 5/13, that 2Ms = 60/13 < 5. This tangent is tilted by about 22.6°.

```lean
/-- The Hessian `diag(-5, 6)` with `m = 5`, `M = 6` and the unit tangent `(12/13, 5/13)` meet
the spectral conditions and the tolerance condition. -/
theorem climbForm_pos_witness :
    IndexOneHessian modelHessian planeBasis ![-5, 6] 0 5 6 ∧ ‖modelTangent‖ = 1 ∧
      2 * 6 * Real.sqrt (1 - ⟪modelTangent, planeBasis 0⟫_ℝ ^ 2) < 5 := by
  refine ⟨⟨fun i => ?_, by norm_num, fun i hi => ?_, fun i => ?_, fun i => ?_⟩, ?_, ?_⟩
  · exact planeBasis.toBasis.constr_basis ℝ
      (fun i => (![-5, 6] : Fin 2 → ℝ) i • planeBasis i) i
  · fin_cases i
    · exact absurd rfl hi
    · norm_num
  · fin_cases i <;> norm_num
  · fin_cases i <;> norm_num
  · rw [EuclideanSpace.norm_eq, Real.sqrt_eq_one]
    simp [modelTangent, Fin.sum_univ_two]
    norm_num
  · have hc : ⟪modelTangent, planeBasis 0⟫_ℝ = 12 / 13 := by
      simp [modelTangent, EuclideanSpace.basisFun_apply, EuclideanSpace.inner_single_right]
    rw [hc, show (1 - (12 / 13) ^ 2 : ℝ) = (5 / 13) ^ 2 by norm_num,
      Real.sqrt_sq (by norm_num)]
    norm_num

end

end ClimbingImageTolerance
```

```lean
#print axioms ClimbingImageTolerance.climbForm_pos
#print axioms ClimbingImageTolerance.climbForm_unstable_pos_iff
```

```
'ClimbingImageTolerance.climbForm_pos' depends on axioms: [propext, Classical.choice, Quot.sound]
'ClimbingImageTolerance.climbForm_unstable_pos_iff' depends on axioms: [propext, Classical.choice, Quot.sound]
```
